# Reducing the finite two-point integrals B1 and B00 to B0 and tadpoles, for positive masses and nonzero squared momentum below threshold

A particle of four-momentum $p$ can turn into two virtual particles of masses $m_1$ and $m_2$, which then recombine. Write $s=p^2$, with metric signature $(+,-,-,-)$ and $\hbar=c=1$. With loop momentum $q$, the propagator denominators are $q^2-m_1^2$ and $(q+p)^2-m_2^2$. The loop integral with numerator $1$ gives $B_0$, the one with $q^\alpha$ gives $p^\alpha B_1$, and $B_{00}$ multiplies $g^{\alpha\beta}$ in the one with $q^\alpha q^\beta$.

Textbooks usually let these names include the ultraviolet pole. Here they denote only the finite parts left by $\overline{\rm MS}$ subtraction, without the common factor $i/16\pi^2$. The passage from the regularized momentum integrals to the parameter integrals below is taken as input: the Lean definitions start from the latter.

```lean
import Mathlib

open MeasureTheory

namespace LoopIntegralToolkit

noncomputable section
```

Combining the two propagators with a Feynman parameter $x\in[0,1]$ gives the polynomial

$$D(x)=(1-x)m_1^2+xm_2^2-x(1-x)s .$$

```lean
/-- The Feynman-parameter polynomial `D` of the two-point loop with masses `m₁`, `m₂` and
squared external momentum `s`. -/
def feynD (s m₁ m₂ x : ℝ) : ℝ := (1 - x) * m₁ ^ 2 + x * m₂ ^ 2 - x * (1 - x) * s
```

The renormalization scale $\mu>0$ makes the argument of the logarithm dimensionless. Write $L(x)=\ln(D(x)/\mu^2)$; setting $\mu=1$ gives the form with plain $\ln D$.

```lean
/-- The logarithm `ln (D / μ²)` at renormalization scale `μ`, for `μ ≠ 0` and `D > 0`. -/
def logD (μ s m₁ m₂ x : ℝ) : ℝ := Real.log (feynD s m₁ m₂ x / μ ^ 2)
```

The one-point integral, or tadpole, has finite part $A(m)=m^2\,(1-\ln(m^2/\mu^2))$, called `A0` in Lean.

```lean
/-- Finite part of the one-point (tadpole) integral, for `m ≠ 0` and `μ ≠ 0`. -/
def A0 (μ m : ℝ) : ℝ := m ^ 2 * (1 - Real.log (m ^ 2 / μ ^ 2))
```

The scalar two-point integral is $B_0=-\int_0^1 L\,dx$.

```lean
/-- Finite part of the scalar two-point integral, for `μ ≠ 0` and `s` below threshold. -/
def B0 (μ s m₁ m₂ : ℝ) : ℝ := -∫ x in (0 : ℝ)..1, logD μ s m₁ m₂ x
```

Completing the square shifts $q$ by $-xp$. This sign cancels the one in front of the logarithm, so $B_1=+\int_0^1 xL\,dx$.

```lean
/-- Finite part of the vector two-point coefficient, for `μ ≠ 0` and `s` below threshold. -/
def B1 (μ s m₁ m₂ : ℝ) : ℝ := ∫ x in (0 : ℝ)..1, x * logD μ s m₁ m₂ x
```

The metric-tensor coefficient is $B_{00}=\tfrac12\int_0^1 D\,(1-L)\,dx$.

```lean
/-- Finite part of the metric-tensor two-point coefficient, for `μ ≠ 0` and `s` below
threshold. -/
def B00 (μ s m₁ m₂ : ℝ) : ℝ :=
  (1 / 2) * ∫ x in (0 : ℝ)..1, feynD s m₁ m₂ x * (1 - logD μ s m₁ m₂ x)
```

The Källén function, $\lambda(a,b,c)=a^2+b^2+c^2-2ab-2bc-2ca$, enters in the last result.

```lean
/-- The Källén triangle function. -/
def kallen (a b c : ℝ) : ℝ := a ^ 2 + b ^ 2 + c ^ 2 - 2 * a * b - 2 * b * c - 2 * c * a
```

## Positivity of D below threshold

The logarithm is regular on $[0,1]$ if $D>0$ there. Expanding confirms that

$$D=\big((1-x)m_1-xm_2\big)^2+x(1-x)\big((m_1+m_2)^2-s\big).$$

For $s<(m_1+m_2)^2$ the second term is positive inside the interval, and at the ends $D(0)=m_1^2$ and $D(1)=m_2^2$. Conversely, the square vanishes at $x=m_1/(m_1+m_2)$, where

$$D=\frac{m_1m_2\,\big((m_1+m_2)^2-s\big)}{(m_1+m_2)^2},$$

and this is positive only below threshold. Physically, $s<(m_1+m_2)^2$ means that the pair cannot be produced as real particles. Negative (spacelike) $s$ is included.

The strict inequality matters for this positivity: with $m_1=m_2=1$ and $s=4$ one has $D=(1-2x)^2$, which vanishes at $x=\tfrac12$. So $s\le(m_1+m_2)^2$ is not enough.

In the proof, `ring` checks the square decomposition, and the two endpoints are treated as separate cases.

```lean
variable {μ s m₁ m₂ : ℝ}

/-- For positive masses, `D` is positive on the whole Feynman interval `[0, 1]` exactly when
`s` lies below the threshold `(m₁ + m₂)²`. -/
theorem feynD_pos_iff (h₁ : 0 < m₁) (h₂ : 0 < m₂) :
    (∀ x ∈ Set.Icc (0 : ℝ) 1, 0 < feynD s m₁ m₂ x) ↔ s < (m₁ + m₂) ^ 2 := by
  have hM : 0 < m₁ + m₂ := add_pos h₁ h₂
  constructor
  · intro h
    -- the critical point is x = m₁ / (m₁ + m₂)
    have hx := h (m₁ / (m₁ + m₂))
      ⟨by positivity, (div_le_one hM).2 (by linarith)⟩
    have e : feynD s m₁ m₂ (m₁ / (m₁ + m₂))
        = m₁ * m₂ * ((m₁ + m₂) ^ 2 - s) / (m₁ + m₂) ^ 2 := by
      unfold feynD
      field_simp
      ring
    rw [e] at hx
    by_contra hs
    have hn : m₁ * m₂ * ((m₁ + m₂) ^ 2 - s) ≤ 0 :=
      mul_nonpos_of_nonneg_of_nonpos (by positivity) (by linarith)
    exact absurd hx (not_lt_of_ge (div_nonpos_of_nonpos_of_nonneg hn (by positivity)))
  · intro hs x hx
    -- a square plus a term proportional to the distance from threshold
    have e : feynD s m₁ m₂ x = ((1 - x) * m₁ - x * m₂) ^ 2
        + x * (1 - x) * ((m₁ + m₂) ^ 2 - s) := by
      unfold feynD
      ring
    rcases hx.1.eq_or_lt with h | h
    · have e0 : feynD s m₁ m₂ x = m₁ ^ 2 := by rw [← h]; unfold feynD; ring
      rw [e0]
      positivity
    rcases hx.2.eq_or_lt with h' | h'
    · have e1 : feynD s m₁ m₂ x = m₂ ^ 2 := by rw [h']; unfold feynD; ring
      rw [e1]
      positivity
    · rw [e]
      have := mul_pos (mul_pos h (sub_pos.2 h')) (sub_pos.2 hs)
      linarith [sq_nonneg ((1 - x) * m₁ - x * m₂)]
```

## Derivatives in the Feynman parameter

Let $f=s+m_1^2-m_2^2$. Then $D=m_1^2-fx+sx^2$, and therefore $D'=2sx-f$. Lean writes $f$ out in full everywhere.

```lean
/-- The slope of `D` in the Feynman parameter is `2 s x - (s + m₁² - m₂²)`. -/
theorem hasDerivAt_feynD (s m₁ m₂ x : ℝ) :
    HasDerivAt (feynD s m₁ m₂) (2 * s * x - (s + m₁ ^ 2 - m₂ ^ 2)) x := by
  have e : feynD s m₁ m₂
      = fun y => m₁ ^ 2 + (-(s + m₁ ^ 2 - m₂ ^ 2) * y + s * (y * y)) := by
    funext y
    unfold feynD
    ring
  have hid := hasDerivAt_id' x
  rw [e]
  exact (((hid.const_mul (-(s + m₁ ^ 2 - m₂ ^ 2))).fun_add
    ((hid.fun_mul hid).const_mul s)).const_add (m₁ ^ 2)).congr_deriv (by ring)
```

Where $D>0$, $L'=D'/D$, and the product rule gives

$$(DL)'=D'L+D\,\frac{D'}{D}=D'(L+1).$$

The auxiliary statement `c` performs the cancellation of $D$ and $\mu^2$.

```lean
/-- Where `D > 0`, and for `μ > 0`, the derivative of `D ln (D / μ²)` is
`D' (ln (D / μ²) + 1)`. -/
theorem hasDerivAt_feynD_mul_logD (hμ : 0 < μ) {x : ℝ} (hx : 0 < feynD s m₁ m₂ x) :
    HasDerivAt (fun y => feynD s m₁ m₂ y * logD μ s m₁ m₂ y)
      ((2 * s * x - (s + m₁ ^ 2 - m₂ ^ 2)) * (logD μ s m₁ m₂ x + 1)) x := by
  have hD := hasDerivAt_feynD s m₁ m₂ x
  have hl : HasDerivAt (logD μ s m₁ m₂) ((2 * s * x - (s + m₁ ^ 2 - m₂ ^ 2)) / μ ^ 2
      / (feynD s m₁ m₂ x / μ ^ 2)) x :=
    (hD.div_const (μ ^ 2)).log (by positivity)
  have c : ∀ t : ℝ, feynD s m₁ m₂ x * (t / μ ^ 2 / (feynD s m₁ m₂ x / μ ^ 2)) = t := by
    intro t
    have := hx.ne'
    field_simp
  refine (hD.fun_mul hl).congr_deriv ?_
  rw [c]
  ring
```

Both reductions integrate a total derivative. If $F'=au+bv+cw$ on $[0,1]$, with constants $a,b,c$ and continuous functions $u,v,w$, then

$$a\int_0^1u\,dx+b\int_0^1v\,dx+c\int_0^1w\,dx=F(1)-F(0).$$

This is the fundamental theorem of calculus together with linearity of the integral.

```lean
/-- If `F' = a u + b v + c w` on `[0, 1]` with `u`, `v`, `w` continuous there, the same
combination of their integrals equals `F 1 - F 0`. -/
theorem integral_relation {u v w F : ℝ → ℝ} (a b c : ℝ)
    (hu : ContinuousOn u (Set.uIcc 0 1)) (hv : ContinuousOn v (Set.uIcc 0 1))
    (hw : ContinuousOn w (Set.uIcc 0 1))
    (hF : ∀ x ∈ Set.uIcc (0 : ℝ) 1, HasDerivAt F (a * u x + b * v x + c * w x) x) :
    a * (∫ x in (0 : ℝ)..1, u x) + b * (∫ x in (0 : ℝ)..1, v x)
      + c * (∫ x in (0 : ℝ)..1, w x) = F 1 - F 0 := by
  have iu := hu.intervalIntegrable.const_mul a (μ := volume)
  have iv := hv.intervalIntegrable.const_mul b (μ := volume)
  have iw := hw.intervalIntegrable.const_mul c (μ := volume)
  have iuv : IntervalIntegrable (fun x => a * u x + b * v x) volume 0 1 := iu.add iv
  have h := intervalIntegral.integral_eq_sub_of_hasDerivAt hF (iuv.add iw)
  rw [intervalIntegral.integral_add iuv iw, intervalIntegral.integral_add iu iv] at h
  simpa only [intervalIntegral.integral_const_mul] using h
```

The continuity required of $L$ follows from $D>0$, since $L$ is then differentiable at every point of the interval.

```lean
/-- For `μ > 0`, positive masses and `s` below threshold, `ln (D / μ²)` is continuous on the
Feynman interval. -/
theorem continuousOn_logD (hμ : 0 < μ) (h₁ : 0 < m₁) (h₂ : 0 < m₂)
    (hs : s < (m₁ + m₂) ^ 2) : ContinuousOn (logD μ s m₁ m₂) (Set.uIcc 0 1) := by
  intro x hx
  rw [Set.uIcc_of_le zero_le_one] at hx
  have hp := (feynD_pos_iff h₁ h₂).2 hs x hx
  have hl := ((hasDerivAt_feynD s m₁ m₂ x).div_const (μ ^ 2)).log (by positivity)
  exact hl.continuousAt.continuousWithinAt
```

## The vector coefficient

Take $F=DL-D$. Its derivative is $D'(L+1)-D'=D'L=2s\,xL-fL$. Integrating the right-hand side gives $2sB_1+fB_0$. The boundary values give

$$F(1)-F(0)=m_2^2\Big(\ln\frac{m_2^2}{\mu^2}-1\Big)-m_1^2\Big(\ln\frac{m_1^2}{\mu^2}-1\Big)=A(m_1)-A(m_2).$$

Hence

$$2sB_1=A(m_1)-A(m_2)-fB_0 .$$

For $s\ne0$, division by $2s$ gives $B_1$; at $s=0$ the relation still holds but does not determine $B_1$.

In Lean, `key` is the integrated identity; the third slot of `integral_relation` is unused and has coefficient $0$. The final `linear_combination` rearranges the terms.

```lean
/-- Reduction of the vector coefficient: for `μ > 0`, positive masses and `s` below threshold,
`2 s B1 = A(m₁) - A(m₂) - (s + m₁² - m₂²) B0`. -/
theorem B1_reduction (hμ : 0 < μ) (h₁ : 0 < m₁) (h₂ : 0 < m₂) (hs : s < (m₁ + m₂) ^ 2) :
    2 * s * B1 μ s m₁ m₂
      = A0 μ m₁ - A0 μ m₂ - (s + m₁ ^ 2 - m₂ ^ 2) * B0 μ s m₁ m₂ := by
  have hL := continuousOn_logD hμ h₁ h₂ hs
  have hxL : ContinuousOn (fun x => x * logD μ s m₁ m₂ x) (Set.uIcc 0 1) :=
    continuousOn_id.mul hL
  -- integrate the derivative of D ln D - D
  have key := integral_relation (F := fun y => feynD s m₁ m₂ y * logD μ s m₁ m₂ y
      - feynD s m₁ m₂ y) (2 * s) (-(s + m₁ ^ 2 - m₂ ^ 2)) 0 hxL hL hL (by
    intro x hx
    rw [Set.uIcc_of_le zero_le_one] at hx
    have hp := (feynD_pos_iff h₁ h₂).2 hs x hx
    exact ((hasDerivAt_feynD_mul_logD hμ hp).fun_sub
      (hasDerivAt_feynD s m₁ m₂ x)).congr_deriv (by ring))
  have e0 : feynD s m₁ m₂ 0 = m₁ ^ 2 := by unfold feynD; ring
  have e1 : feynD s m₁ m₂ 1 = m₂ ^ 2 := by unfold feynD; ring
  have l0 : logD μ s m₁ m₂ 0 = Real.log (m₁ ^ 2 / μ ^ 2) := by unfold logD; rw [e0]
  have l1 : logD μ s m₁ m₂ 1 = Real.log (m₂ ^ 2 / μ ^ 2) := by unfold logD; rw [e1]
  simp only [e0, e1, l0, l1] at key
  unfold B1 B0 A0
  linear_combination key
```

## The metric-tensor coefficient

Let $Q=m_1^2x-\tfrac f2x^2+\tfrac s3x^3$, so that $Q'=D$, and take $F=xDL-xD-2Q$. Then

$$F'=DL+xD'(L+1)-D-xD'-2D=DL+xD'L-3D .$$

Since $xD'=2sx^2-fx=2D-2m_1^2+fx$, this becomes

$$F'=-3D(1-L)-2m_1^2L+f\,xL ,$$

whose integral is $-6B_{00}+2m_1^2B_0+fB_1$. At the boundaries $F(0)=0$ and $F(1)=-A(m_2)-2Q(1)$, with

$$2Q(1)=2m_1^2-f+\tfrac{2s}3=m_1^2+m_2^2-\tfrac s3 .$$

Therefore

$$6B_{00}=A(m_2)+2m_1^2B_0+fB_1+m_1^2+m_2^2-\tfrac s3 .$$

The three coefficients in $F'$ are the numbers passed to `integral_relation`, and `ring` verifies the rewriting of $F'$.

```lean
/-- Reduction of the tensor coefficient: for `μ > 0`, positive masses and `s` below threshold,
`6 B00 = A(m₂) + 2 m₁² B0 + (s + m₁² - m₂²) B1 + m₁² + m₂² - s/3`. -/
theorem B00_reduction (hμ : 0 < μ) (h₁ : 0 < m₁) (h₂ : 0 < m₂) (hs : s < (m₁ + m₂) ^ 2) :
    6 * B00 μ s m₁ m₂ = A0 μ m₂ + 2 * m₁ ^ 2 * B0 μ s m₁ m₂
      + (s + m₁ ^ 2 - m₂ ^ 2) * B1 μ s m₁ m₂ + m₁ ^ 2 + m₂ ^ 2 - s / 3 := by
  have hL := continuousOn_logD hμ h₁ h₂ hs
  have hxL : ContinuousOn (fun x => x * logD μ s m₁ m₂ x) (Set.uIcc 0 1) :=
    continuousOn_id.mul hL
  have hDL : ContinuousOn (fun x => feynD s m₁ m₂ x * (1 - logD μ s m₁ m₂ x))
      (Set.uIcc 0 1) :=
    ContinuousOn.mul (fun x _ => (hasDerivAt_feynD s m₁ m₂ x).continuousAt.continuousWithinAt)
      (continuousOn_const.sub hL)
  -- integrate the derivative of x D ln D - x D - 2 Q, where Q' = D
  have key := integral_relation (F := fun y => y * (feynD s m₁ m₂ y * logD μ s m₁ m₂ y)
      - y * feynD s m₁ m₂ y - 2 * (m₁ ^ 2 * y - (s + m₁ ^ 2 - m₂ ^ 2) / 2 * (y * y)
        + s / 3 * (y * (y * y))))
      (-3) (-2 * m₁ ^ 2) (s + m₁ ^ 2 - m₂ ^ 2) hDL hL hxL (by
    intro x hx
    rw [Set.uIcc_of_le zero_le_one] at hx
    have hp := (feynD_pos_iff h₁ h₂).2 hs x hx
    have hid := hasDerivAt_id' x
    have hQ := ((hid.const_mul (m₁ ^ 2)).fun_sub
      ((hid.fun_mul hid).const_mul ((s + m₁ ^ 2 - m₂ ^ 2) / 2))).fun_add
      ((hid.fun_mul (hid.fun_mul hid)).const_mul (s / 3))
    refine (((hid.fun_mul (hasDerivAt_feynD_mul_logD hμ hp)).fun_sub
      (hid.fun_mul (hasDerivAt_feynD s m₁ m₂ x))).fun_sub
      (hQ.const_mul 2)).congr_deriv ?_
    unfold feynD
    ring)
  have e1 : feynD s m₁ m₂ 1 = m₂ ^ 2 := by unfold feynD; ring
  have l1 : logD μ s m₁ m₂ 1 = Real.log (m₂ ^ 2 / μ ^ 2) := by unfold logD; rw [e1]
  simp only [e1, l1] at key
  unfold B00 B1 B0 A0
  linear_combination -key
```

## Zero and nonzero s

At $s=0$ the left side of the vector relation vanishes and $f=m_1^2-m_2^2$. For $m_1\ne m_2$ one can divide by $f$:

$$B_0\big|_{s=0}=\frac{A(m_1)-A(m_2)}{m_1^2-m_2^2}.$$

In the limit of equal masses $m$, the quotient tends to $dA/d(m^2)=-\ln(m^2/\mu^2)$, which agrees with the integral, because $D=m^2$ is then constant.

```lean
/-- At zero external momentum, for `μ > 0` and distinct positive masses, the scalar two-point
integral is a difference quotient of tadpoles. -/
theorem B0_zero_momentum (hμ : 0 < μ) (h₁ : 0 < m₁) (h₂ : 0 < m₂) (hne : m₁ ≠ m₂) :
    B0 μ 0 m₁ m₂ = (A0 μ m₁ - A0 μ m₂) / (m₁ ^ 2 - m₂ ^ 2) := by
  have hd : m₁ ^ 2 - m₂ ^ 2 ≠ 0 := by
    have e : m₁ ^ 2 - m₂ ^ 2 = (m₁ - m₂) * (m₁ + m₂) := by ring
    rw [e]
    exact mul_ne_zero (sub_ne_zero.2 hne) (add_pos h₁ h₂).ne'
  have h := B1_reduction (s := 0) hμ h₁ h₂ (by positivity)
  rw [eq_div_iff hd]
  linear_combination h
```

For $s\neq0$, multiply the $B_{00}$ relation by $2s$ and substitute for $2sB_1$. The coefficient of $A(m_2)$ is $2s-f=s-m_1^2+m_2^2$, and that of $B_0$ is $4sm_1^2-f^2=-\lambda(s,m_1^2,m_2^2)$. Thus

$$B_{00}=\frac{fA(m_1)+(2s-f)A(m_2)-\lambda B_0+2s\,(m_1^2+m_2^2-s/3)}{12s}.$$

The `linear_combination` carries out this elimination of $B_1$.

For one-loop vacuum polarization in QED, where both masses are the electron mass $m_e$, the formula leaves one tadpole and one $B_0$ to evaluate, for $s<4m_e^2$ and $s\ne0$. A loop with a massless photon does not satisfy the mass hypotheses.

```lean
/-- For `μ > 0`, positive masses and `s ≠ 0` below threshold, `B00` is expressed through
tadpoles and `B0` alone, the coefficient of `B0` containing the Källén function. -/
theorem B00_eq_tadpoles_B0 (hμ : 0 < μ) (h₁ : 0 < m₁) (h₂ : 0 < m₂)
    (hs : s < (m₁ + m₂) ^ 2) (hs0 : s ≠ 0) :
    B00 μ s m₁ m₂ = ((s + m₁ ^ 2 - m₂ ^ 2) * A0 μ m₁ + (s - m₁ ^ 2 + m₂ ^ 2) * A0 μ m₂
      - kallen s (m₁ ^ 2) (m₂ ^ 2) * B0 μ s m₁ m₂
      + 2 * s * (m₁ ^ 2 + m₂ ^ 2 - s / 3)) / (12 * s) := by
  rw [eq_div_iff (mul_ne_zero (by norm_num) hs0)]
  unfold kallen
  -- eliminate B1 between the two reductions
  linear_combination 2 * s * B00_reduction hμ h₁ h₂ hs
    + (s + m₁ ^ 2 - m₂ ^ 2) * B1_reduction hμ h₁ h₂ hs

end

end LoopIntegralToolkit
```

```lean
#print axioms LoopIntegralToolkit.B0_zero_momentum
#print axioms LoopIntegralToolkit.B00_eq_tadpoles_B0
```

```
'LoopIntegralToolkit.B0_zero_momentum' depends on axioms: [propext, Classical.choice, Quot.sound]
'LoopIntegralToolkit.B00_eq_tadpoles_B0' depends on axioms: [propext, Classical.choice, Quot.sound]
```
